# Perfect transmission through a single-mode constriction at lengths nπ/q

A scattering state is modelled here as plane waves in two leads with the same wave number k and in the constriction between them, with wave number q, joined with equal values and slopes at both ends, with the transmitted wave's position measured from the exit. From this joining condition the file derives the transmission probability and, when the wave numbers inside and outside differ, the lengths at which the mode conducts perfectly.

```lean
import Mathlib

open Complex (I)

namespace ConstrictionTransmission

noncomputable section

/-- A superposition of a right-moving wave of amplitude `A` and a left-moving wave of
amplitude `B`, both with wave number `k`. -/
def planeWaves (k : ℝ) (A B : ℂ) (x : ℝ) : ℂ :=
  A * Complex.exp (I * k * x) + B * Complex.exp (-(I * k * x))

/-- The wave in the left lead (incident amplitude one, reflected amplitude `r`), the wave in
the constriction (amplitudes `a`, `b`) and the transmitted wave (amplitude `t`, position
measured from the exit) join with equal values and slopes at the entrance `0` and the exit `L`. -/
def IsScatteringState (k q L : ℝ) (r t a b : ℂ) : Prop :=
  planeWaves k 1 r 0 = planeWaves q a b 0 ∧
  deriv (planeWaves k 1 r) 0 = deriv (planeWaves q a b) 0 ∧
  planeWaves q a b L = planeWaves k t 0 0 ∧
  deriv (planeWaves q a b) L = deriv (planeWaves k t 0) 0

/-- The Landauer conductance of a single spin-degenerate mode with transmission amplitude `t`,
for charge `e` and Planck constant `h`. -/
def conductance (e h : ℝ) (t : ℂ) : ℝ := 2 * e ^ 2 / h * ‖t‖ ^ 2

/-- The slope of a superposition of two counter-propagating plane waves. -/
theorem hasDerivAt_planeWaves (k : ℝ) (A B : ℂ) (x : ℝ) :
    HasDerivAt (planeWaves k A B)
      (I * k * (A * Complex.exp (I * k * x) - B * Complex.exp (-(I * k * x)))) x := by
  have h1 : HasDerivAt (fun y : ℝ => I * k * (y : ℂ)) (I * k) x := by
    simpa using (hasDerivAt_id x).ofReal_comp.const_mul (I * (k : ℂ))
  have h2 := (h1.cexp.const_mul A).fun_add (h1.fun_neg.cexp.const_mul B)
  exact h2.congr_deriv (by ring)

/-- Smooth joining at both ends of the constriction is equivalent to four linear equations
for the amplitudes. -/
theorem isScatteringState_iff (k q L : ℝ) (r t a b : ℂ) :
    IsScatteringState k q L r t a b ↔
      1 + r = a + b ∧ k * (1 - r) = q * (a - b) ∧
      a * Complex.exp (I * q * L) + b * Complex.exp (-(I * q * L)) = t ∧
      q * (a * Complex.exp (I * q * L) - b * Complex.exp (-(I * q * L))) = k * t := by
  have hd : ∀ (κ : ℝ) (A B : ℂ) (x : ℝ), deriv (planeWaves κ A B) x =
      I * κ * (A * Complex.exp (I * κ * x) - B * Complex.exp (-(I * κ * x))) :=
    fun κ A B x => (hasDerivAt_planeWaves κ A B x).deriv
  unfold IsScatteringState
  simp only [hd]
  simp only [planeWaves, Complex.ofReal_zero, mul_zero, neg_zero, Complex.exp_zero, mul_one,
    add_zero, sub_zero]
  -- the slope equations carry a common factor `I`
  constructor
  · rintro ⟨h1, h2, h3, h4⟩
    exact ⟨h1, mul_left_cancel₀ Complex.I_ne_zero (by linear_combination h2), h3,
      mul_left_cancel₀ Complex.I_ne_zero (by linear_combination h4)⟩
  · rintro ⟨h1, h2, h3, h4⟩
    exact ⟨h1, by linear_combination I * h2, h3, by linear_combination I * h4⟩

/-- The phase factors gained by the two waves across the constriction, in terms of cosine
and sine. -/
theorem exp_phase (q L : ℝ) :
    Complex.exp (I * q * L) = Real.cos (q * L) + I * Real.sin (q * L) ∧
    Complex.exp (-(I * q * L)) = Real.cos (q * L) - I * Real.sin (q * L) := by
  constructor
  · rw [show I * (q : ℂ) * L = ((q * L : ℝ) : ℂ) * I by push_cast; ring,
      Complex.exp_mul_I, ← Complex.ofReal_cos, ← Complex.ofReal_sin]
    ring
  · rw [show -(I * (q : ℂ) * L) = ((-(q * L) : ℝ) : ℂ) * I by push_cast; ring,
      Complex.exp_mul_I, ← Complex.ofReal_cos, ← Complex.ofReal_sin,
      Real.cos_neg, Real.sin_neg, Complex.ofReal_neg]
    ring

/-- Eliminating the waves inside the constriction gives one equation for the transmission
amplitude and one that ties the reflection amplitude to it. -/
theorem amplitudes {k q L : ℝ} {r t a b : ℂ} (h : IsScatteringState k q L r t a b) :
    t * (2 * k * q * Real.cos (q * L) - I * (k ^ 2 + q ^ 2) * Real.sin (q * L)) = 2 * k * q ∧
    2 * k * q * r = I * (q ^ 2 - k ^ 2) * Real.sin (q * L) * t := by
  obtain ⟨h1, h2, h3, h4⟩ := (isScatteringState_iff k q L r t a b).1 h
  rw [(exp_phase q L).1, (exp_phase q L).2] at h3 h4
  have hcs : (Real.cos (q * L) : ℂ) ^ 2 + (Real.sin (q * L) : ℂ) ^ 2 = 1 := by
    rw [← Complex.ofReal_pow, ← Complex.ofReal_pow, ← Complex.ofReal_add,
      Real.cos_sq_add_sin_sq, Complex.ofReal_one]
  have hI : I ^ 2 = -1 := Complex.I_sq
  generalize (Real.cos (q * L) : ℂ) = c at *
  generalize (Real.sin (q * L) : ℂ) = s at *
  -- the exit conditions determine the inner amplitudes from `t`
  have ha : 2 * q * a = (q + k) * t * (c - I * s) := by
    linear_combination (c - I * s) * (q * h3 + h4) - 2 * q * a * hcs + 2 * q * a * s ^ 2 * hI
  have hb : 2 * q * b = (q - k) * t * (c + I * s) := by
    linear_combination (c + I * s) * (q * h3 - h4) - 2 * q * b * hcs + 2 * q * b * s ^ 2 * hI
  -- the entrance conditions then fix `t` and `r`
  have hA : t * (2 * k * q * c - I * (k ^ 2 + q ^ 2) * s) = 2 * k * q := by
    linear_combination -q * (k * h1 + h2) - (k + q) / 2 * ha - (k - q) / 2 * hb
  exact ⟨hA, by linear_combination 2 * k * q * h1 + k * ha + k * hb + hA⟩

/-- The transmission probability satisfies a balance equation free of divisions. -/
theorem transmission_balance {k q L : ℝ} {r t a b : ℂ}
    (h : IsScatteringState k q L r t a b) :
    ‖t‖ ^ 2 * ((2 * k * q) ^ 2 + ((k ^ 2 - q ^ 2) * Real.sin (q * L)) ^ 2)
      = (2 * k * q) ^ 2 := by
  have hz : t * (((2 * k * q * Real.cos (q * L) : ℝ) : ℂ)
      + ((-((k ^ 2 + q ^ 2) * Real.sin (q * L)) : ℝ) : ℂ) * I) = ((2 * k * q : ℝ) : ℂ) := by
    simp only [Complex.ofReal_mul, Complex.ofReal_add, Complex.ofReal_neg, Complex.ofReal_pow,
      Complex.ofReal_ofNat]
    linear_combination (amplitudes h).1
  have hn := congrArg Complex.normSq hz
  rw [Complex.normSq_mul, Complex.normSq_add_mul_I, Complex.normSq_ofReal,
    Complex.normSq_eq_norm_sq] at hn
  linear_combination hn - ‖t‖ ^ 2 * (2 * k * q) ^ 2 * Real.sin_sq_add_cos_sq (q * L)

/-- The transmission probability of a single-mode constriction of length `L`, with wave number
`k` in the leads and `q` inside. -/
theorem transmission_formula {k q L : ℝ} {r t a b : ℂ} (hk : 0 < k) (hq : 0 < q)
    (h : IsScatteringState k q L r t a b) :
    ‖t‖ ^ 2 = 1 / (1 + ((k ^ 2 - q ^ 2) / (2 * k * q)) ^ 2 * Real.sin (q * L) ^ 2) := by
  have hkq : 2 * k * q ≠ 0 := by positivity
  have e : ((k ^ 2 - q ^ 2) / (2 * k * q)) ^ 2 * (2 * k * q) ^ 2 = (k ^ 2 - q ^ 2) ^ 2 := by
    rw [← mul_pow, div_mul_cancel₀ _ hkq]
  generalize (k ^ 2 - q ^ 2) / (2 * k * q) = G at e ⊢
  have hD : 1 + G ^ 2 * Real.sin (q * L) ^ 2 ≠ 0 := by positivity
  rw [eq_div_iff hD]
  apply mul_right_cancel₀ (pow_ne_zero 2 hkq)
  linear_combination transmission_balance h + ‖t‖ ^ 2 * Real.sin (q * L) ^ 2 * e

/-- The reflection and transmission probabilities add up to one. -/
theorem reflection_add_transmission {k q L : ℝ} {r t a b : ℂ} (hk : 0 < k) (hq : 0 < q)
    (h : IsScatteringState k q L r t a b) : ‖r‖ ^ 2 + ‖t‖ ^ 2 = 1 := by
  have hkq : 2 * k * q ≠ 0 := by positivity
  have hz : ((2 * k * q : ℝ) : ℂ) * r
      = (((q ^ 2 - k ^ 2) * Real.sin (q * L) : ℝ) : ℂ) * I * t := by
    simp only [Complex.ofReal_mul, Complex.ofReal_sub, Complex.ofReal_pow, Complex.ofReal_ofNat]
    linear_combination (amplitudes h).2
  have hn := congrArg Complex.normSq hz
  simp only [Complex.normSq_mul, Complex.normSq_ofReal, Complex.normSq_I,
    Complex.normSq_eq_norm_sq r, Complex.normSq_eq_norm_sq t] at hn
  apply mul_right_cancel₀ (pow_ne_zero 2 hkq)
  linear_combination hn + transmission_balance h

/-- Length resonances: when the wave numbers differ, the conductance equals `2e²/h` exactly
when the length is a positive integer multiple of `π / q`. -/
theorem conductance_resonance {k q L e h : ℝ} {r t a b : ℂ} (hk : 0 < k) (hq : 0 < q)
    (hL : 0 < L) (hne : k ≠ q) (he : e ≠ 0) (hh : h ≠ 0)
    (hs : IsScatteringState k q L r t a b) :
    conductance e h t = 2 * e ^ 2 / h ↔ ∃ n : ℕ, 0 < n ∧ L = n * Real.pi / q := by
  have hG : 2 * e ^ 2 / h ≠ 0 := div_ne_zero (mul_ne_zero two_ne_zero (pow_ne_zero 2 he)) hh
  have hkq : 2 * k * q ≠ 0 := by positivity
  have hbal := transmission_balance hs
  unfold conductance
  constructor
  · intro hc
    have hT : ‖t‖ ^ 2 = 1 := mul_left_cancel₀ hG (by rw [hc, mul_one])
    -- perfect transmission forces the sine to vanish
    have h0 : ((k ^ 2 - q ^ 2) * Real.sin (q * L)) ^ 2 = 0 := by
      rw [hT] at hbal
      linarith
    have hd : k ^ 2 - q ^ 2 ≠ 0 := by
      rw [show k ^ 2 - q ^ 2 = (k - q) * (k + q) by ring]
      exact mul_ne_zero (sub_ne_zero.2 hne) (by positivity)
    have hsin := (mul_eq_zero.1 (pow_eq_zero_iff two_ne_zero |>.1 h0)).resolve_left hd
    obtain ⟨n, hn⟩ := Real.sin_eq_zero_iff.1 hsin
    have hpos : (0 : ℝ) < n := by
      have h1 : 0 < (n : ℝ) * Real.pi := by rw [hn]; positivity
      exact pos_of_mul_pos_left h1 Real.pi_pos.le
    have hn0 : 0 < n := by exact_mod_cast hpos
    have hcast : ((n.toNat : ℕ) : ℝ) = (n : ℝ) := by
      exact_mod_cast Int.toNat_of_nonneg hn0.le
    refine ⟨n.toNat, by omega, ?_⟩
    rw [hcast, eq_div_iff hq.ne', hn, mul_comm]
  · rintro ⟨n, -, hn⟩
    have hqL : q * L = n * Real.pi := by
      rw [hn, mul_div_cancel₀ _ hq.ne']
    rw [hqL, Real.sin_nat_mul_pi] at hbal
    have hT : ‖t‖ ^ 2 = 1 :=
      mul_right_cancel₀ (pow_ne_zero 2 hkq) (by linear_combination hbal)
    rw [hT, mul_one]

/-- The transmission probability is bounded below independently of the length, and the bound
is attained when `cos (q L) = 0`. -/
theorem transmission_minimum {k q L : ℝ} {r t a b : ℂ} (hk : 0 < k)
    (h : IsScatteringState k q L r t a b) :
    (2 * k * q / (k ^ 2 + q ^ 2)) ^ 2 ≤ ‖t‖ ^ 2 ∧
    (Real.cos (q * L) = 0 → ‖t‖ ^ 2 = (2 * k * q / (k ^ 2 + q ^ 2)) ^ 2) := by
  have hS : 0 < (k ^ 2 + q ^ 2) ^ 2 := by positivity
  have key : ‖t‖ ^ 2 * (k ^ 2 + q ^ 2) ^ 2
      = (2 * k * q) ^ 2 + ‖t‖ ^ 2 * ((k ^ 2 - q ^ 2) * Real.cos (q * L)) ^ 2 := by
    linear_combination transmission_balance h
      - ‖t‖ ^ 2 * (k ^ 2 - q ^ 2) ^ 2 * Real.sin_sq_add_cos_sq (q * L)
  rw [div_pow]
  constructor
  · rw [div_le_iff₀ hS, key]
    exact le_add_of_nonneg_right (mul_nonneg (sq_nonneg _) (sq_nonneg _))
  · intro hc
    rw [eq_div_iff hS.ne', key, hc]
    ring

/-- An explicit scattering state with `k = 1`, `q = 2` and `L = π / 4`. -/
theorem isScatteringState_witness :
    IsScatteringState 1 2 (Real.pi / 4) (-3 / 5) (4 / 5 * I) (3 / 5) (-1 / 5) := by
  rw [isScatteringState_iff, (exp_phase 2 (Real.pi / 4)).1, (exp_phase 2 (Real.pi / 4)).2,
    show (2 : ℝ) * (Real.pi / 4) = Real.pi / 2 by ring, Real.cos_pi_div_two,
    Real.sin_pi_div_two]
  simp only [Complex.ofReal_one, Complex.ofReal_zero, Complex.ofReal_ofNat]
  exact ⟨by ring, by ring, by ring, by ring⟩

end

end ConstrictionTransmission
```

```lean
#print axioms ConstrictionTransmission.transmission_formula
#print axioms ConstrictionTransmission.reflection_add_transmission
#print axioms ConstrictionTransmission.conductance_resonance
#print axioms ConstrictionTransmission.transmission_minimum
```

```
'ConstrictionTransmission.transmission_formula' depends on axioms: [propext, Classical.choice, Quot.sound]
'ConstrictionTransmission.reflection_add_transmission' depends on axioms: [propext, Classical.choice, Quot.sound]
'ConstrictionTransmission.conductance_resonance' depends on axioms: [propext, Classical.choice, Quot.sound]
'ConstrictionTransmission.transmission_minimum' depends on axioms: [propext, Classical.choice, Quot.sound]
```

## Waves, joined states and conductance

Let k be the wave number in both leads, q the wave number in the constriction and L its length. The function `planeWaves k A B` sends a real position x to the complex number

A exp(ikx) + B exp(−ikx),

so A is the amplitude moving right and B the amplitude moving left. The predicate `IsScatteringState k q L r t a b` concerns three such waves:

- In the left lead, the incident amplitude is 1 and the reflected amplitude is r.
- In the constriction, the amplitudes are a (right-moving) and b (left-moving).
- In the right lead, there is only an outgoing wave of amplitude t.

The predicate requires equal values and equal derivatives at the entrance, x = 0, and at the exit, x = L. The right lead has its own coordinate starting at the exit, which is why its wave is evaluated at 0. This choice affects the phase of t but not |t|².

The main theorem, `transmission_formula`, says that for k > 0 and q > 0 every scattering state satisfies

|t|² = 1 / (1 + ((k² − q²)/(2kq))² sin²(qL)).

The function `conductance e h t` is (2e²/h)|t|², with e the charge and h Planck's constant. According to `conductance_resonance`, if also L > 0, k ≠ q, e ≠ 0 and h ≠ 0, this equals 2e²/h exactly when L = nπ/q for some positive integer n.

## One mode between two identical leads

The wave number changes between lead and constriction because the transverse confinement energy changes, leaving a different kinetic energy for motion along the channel. The file takes k and q as given positive numbers and does not derive them from a width or a potential. Positive q means that the mode propagates inside, so tunnelling through a closed constriction is not covered.

Equality of slopes corresponds to the same effective mass everywhere. The model takes the changes at the two ends to be abrupt and neglects the coupling to other transverse modes, which an abrupt change of confinement generally produces. Since both leads have wave number k, |t|² is the ratio of transmitted to incident current.

The Landauer conductance enters as a definition. It stands for the linear response of non-interacting electrons at zero temperature: a small voltage V opens an energy window eV, and each of the two spin channels contributes (e²/h)|t|² to the conductance, with k, q and hence t taken at the Fermi energy. Within this one-mode, non-interacting model, the formula gives a reference value for a continuum wave-matching calculation.

## From smooth joining to four linear equations

The derivative of the superposition is

ik (A exp(ikx) − B exp(−ikx)),

which is the content of `hasDerivAt_planeWaves`. Inserting it in the joining conditions and cancelling the common factor i from the slopes gives

1 + r = a + b

k(1 − r) = q(a − b)

a exp(iqL) + b exp(−iqL) = t

q(a exp(iqL) − b exp(−iqL)) = kt.

The theorem `isScatteringState_iff` proves that these equations are equivalent to the joining conditions, for all real k, q and L. Its two directions cancel and restore the factor i.

## Eliminating the waves inside

Multiply the third equation by q, then add and subtract the fourth:

2qa = (q + k) t exp(−iqL)

2qb = (q − k) t exp(iqL).

Next, multiply the first equation by k and add the second:

2k = (k + q)a + (k − q)b.

Multiplying by 2q and inserting the inner amplitudes yields

4kq = t [(k + q)² exp(−iqL) − (k − q)² exp(iqL)].

Write c = cos(qL) and s = sin(qL), so that exp(±iqL) = c ± is. The bracket is 4kqc − 2i(k² + q²)s, and therefore

t [2kqc − i(k² + q²)s] = 2kq.

For the reflected wave, r = a + b − 1 gives

2kqr = t [2kqc − 2ik²s] − 2kq.

Replacing the last 2kq by the previous equation leaves

2kqr = i(q² − k²) s t.

These two results form the theorem `amplitudes`. The lemma `exp_phase` supplies the cosine and sine. Inside the proof, `generalize` turns these into the letters c and s, with c² + s² = 1 and i² = −1 kept as hypotheses. The steps `ha` and `hb` are the equations for the inner amplitudes, and `hA` is the one for t. Each `linear_combination` names the multiples of earlier equations to be added, and the remaining algebraic identity is checked.

## Taking squared moduli

The squared modulus of the equation for t is

|t|² [(2kq)²c² + (k² + q²)²s²] = (2kq)².

Because (k² + q²)² = (k² − q²)² + (2kq)² and c² + s² = 1, this becomes

|t|² [(2kq)² + (k² − q²)²s²] = (2kq)².

This is `transmission_balance`. Its proof first writes the complex factor as a real part plus an imaginary part times i, so that `Complex.normSq` gives the sum of two squares. Dividing by (2kq)², which is positive, gives `transmission_formula`.

The equation for r likewise gives

(2kq)²|r|² = (k² − q²)²s²|t|².

Adding the balance equation and cancelling (2kq)² proves `reflection_add_transmission`:

|r|² + |t|² = 1.

Current conservation thus follows from the joining conditions and is not an extra assumption.

## Resonant lengths and the smallest transmission

Suppose the conductance equals 2e²/h. Since this number is nonzero, |t|² = 1, and the balance equation reduces to

((k² − q²)s)² = 0.

For positive k ≠ q the factor k² − q² = (k − q)(k + q) is nonzero, so sin(qL) = 0. Hence qL = nπ for an integer n, which is positive because qL is. Conversely, if L = nπ/q, the sine vanishes and the balance equation returns |t|² = 1. The Lean proof follows these two directions; its only additional work is to convert the positive integer from `Real.sin_eq_zero_iff` to a natural number.

At resonance the constriction holds a whole number of half wavelengths, and the wave reflected directly at the entrance is cancelled by the sum of all the waves that return to the left lead after reflections inside the constriction.

The condition k ≠ q is needed. Take k = q = 1 and L = 1, with r = 0, a = 1, b = 0 and t = exp(i). All four matching equations hold and |t|² = 1, yet L is not a multiple of π. Without a change of wave number nothing is reflected, and every length conducts perfectly.

For the lower bound, replace s² by 1 − c² in the balance equation:

|t|²(k² + q²)² = (2kq)² + |t|²(k² − q²)²c².

The last term is nonnegative, so

|t|² ≥ (2kq/(k² + q²))²,

with equality when cos(qL) = 0. This is `transmission_minimum`, whose step `key` is the equation above.

The theorem `isScatteringState_witness` gives an explicit state at this minimum: k = 1, q = 2, L = π/4, r = −3/5, t = 4i/5, a = 3/5 and b = −1/5. Its reflection and transmission probabilities are 9/25 and 16/25. The theorems on transmission, reflection and conductance start from a given scattering state, and the file does not construct one for every choice of k, q and L.
